# Reflection symmetry of the lowest eigenvalue about twists 0 and π for periodic, time-reversal-symmetric Hamiltonian matrices

Take two sites joined into a ring by two bonds with real hopping strengths s and t. A twist θ is the phase that a particle gains in going once around. Spread evenly over the bonds, it makes the matrix element between the sites −z(θ), with

z(θ) = s e^(iθ/2) + t e^(−iθ/2).

The diagonal is zero, so the energies are ±|z(θ)| and the lower one is

−|z(θ)| = −√(s² + t² + 2st cos θ).

Reversing the twist conjugates z, and adding 2π to it changes the sign of z. Both leave |z| alone, so the curve is symmetric about θ = 0 and about θ = π. The curve is therefore flat at θ = 0 and θ = π wherever it has a slope. For s = t = 1 it is −2|cos(θ/2)|, which has a cusp at π and no slope there.

The problems below extend this to finite Hermitian matrices H(θ), interacting or not, with one twist angle, for which reversing the twist conjugates the matrix and a twist of 2π is undone by a unitary change of basis. For such models, a twist average of the exact ground-state energy needs only the twists from 0 to π, provided that the energy is integrable.

## Levels, ground energy and the twist conditions

The finite type `n` labels the basis states.

```lean
import Mathlib

open Matrix
open scoped Real

namespace TwistSymmetry

noncomputable section

variable {n : Type*} [Fintype n]
```

A level of A is a real number e with A v = e v for some nonzero vector v.

```lean
/-- The real energy levels of a matrix: the real numbers `e` with `A v = e v` for some
nonzero vector `v`. -/
def levels (A : Matrix n n ℂ) : Set ℝ :=
  {e | ∃ v : n → ℂ, v ≠ 0 ∧ A *ᵥ v = (e : ℂ) • v}
```

The ground energy is defined as the infimum of the levels.

```lean
/-- The ground-state energy of a Hermitian matrix of nonzero size: the infimum of its levels. -/
def groundEnergy (A : Matrix n n ℂ) : ℝ := sInf (levels A)
```

Three conditions are imposed on H. Hermiticity makes the energies real. The condition `reversal` stands for time reversal acting as complex conjugation, as for spinless particles in a real basis without a magnetic field. The condition `periodic` says that a twist of 2π is undone by a unitary U, which may depend on θ; a change of gauge is the usual example.

```lean
variable [DecidableEq n]

/-- A family of Hamiltonians labelled by the twist angle: each is Hermitian, reversing the twist
conjugates the matrix, and a twist of `2π` is undone by a unitary change of basis. -/
structure TimeReversalTwist (H : ℝ → Matrix n n ℂ) : Prop where
  hermitian : ∀ θ, (H θ).IsHermitian
  reversal : ∀ θ, H (-θ) = (H θ).map (starRingEnd ℂ)
  periodic : ∀ θ, ∃ U ∈ Matrix.unitaryGroup n ℂ, H (θ + 2 * π) = U * H θ * star U
```

## (a) The infimum is attained

Let A be Hermitian, of size at least one. Show that

groundEnergy(A) = min levels(A).

**Solution.** The spectral theorem gives an eigenvector with a real eigenvalue, so there is a level (`hne`). A finite matrix has finitely many eigenvalues, so there are finitely many levels (`hfin`). A nonempty finite set of real numbers contains its infimum. `IsLeast` expresses this as two facts: the ground energy is a level, and no level lies below it.

```lean
/-- For a Hermitian matrix of nonzero size the ground-state energy is itself a level, and no
level lies below it. -/
theorem groundEnergy_isLeast [Nonempty n] {A : Matrix n n ℂ} (hA : A.IsHermitian) :
    IsLeast (levels A) (groundEnergy A) := by
  -- the spectral theorem supplies a level
  have hne : (levels A).Nonempty := by
    obtain ⟨i⟩ := ‹Nonempty n›
    refine ⟨hA.eigenvalues i, (hA.eigenvectorBasis i).ofLp, ?_, ?_⟩
    · intro h
      apply hA.eigenvectorBasis.orthonormal.ne_zero i
      ext k
      exact congrFun h k
    · rw [hA.mulVec_eigenvectorBasis i]
      ext k
      simp
  -- a finite matrix has finitely many levels
  have hfin : (levels A).Finite := by
    have hf := Module.End.finite_hasEigenvalue (Matrix.toLin' A)
    refine (hf.preimage (Complex.ofReal_injective.injOn)).subset ?_
    rintro e ⟨v, hv, h⟩
    exact Module.End.hasEigenvalue_of_hasEigenvector
      ⟨Module.End.mem_eigenspace_iff.2 (by rw [Matrix.toLin'_apply]; exact h), hv⟩
  exact ⟨hne.csInf_mem hfin, fun _ he => csInf_le hfin.bddBelow he⟩
```

## (b) Conjugating the matrix

Let conj A be the entrywise conjugate, `A.map (starRingEnd ℂ)` in Lean. Show that

levels(conj A) = levels(A).

**Solution.** Let Σⱼ Aᵢⱼ vⱼ = e vᵢ with e real. Conjugating gives

Σⱼ conj(Aᵢⱼ) conj(vⱼ) = e conj(vᵢ),

and conj v is nonzero because v is. Every level of A is thus a level of conj A, which is the inclusion `key`. Applying it to conj A, whose conjugate is A, gives the reverse inclusion. Hermiticity is not used.

```lean
omit [DecidableEq n] in
/-- Complex conjugation of a matrix leaves its real energy levels unchanged. -/
theorem levels_conj (A : Matrix n n ℂ) : levels (A.map (starRingEnd ℂ)) = levels A := by
  have key : ∀ B : Matrix n n ℂ, levels B ⊆ levels (B.map (starRingEnd ℂ)) := by
    rintro B e ⟨v, hv, h⟩
    refine ⟨fun i => starRingEnd ℂ (v i), fun h0 => hv ?_, ?_⟩
    · funext i
      simpa using congrFun h0 i
    · funext i
      have hi := congrArg (starRingEnd ℂ) (congrFun h i)
      simpa [Matrix.mulVec, dotProduct, map_sum, map_mul] using hi
  refine Set.Subset.antisymm ?_ (key A)
  have hAA : (A.map (starRingEnd ℂ)).map (starRingEnd ℂ) = A := by
    ext i j
    simp
  have h := key (A.map (starRingEnd ℂ))
  rwa [hAA] at h
```

## (c) Changing the basis

Let U be unitary, with adjoint U† (`star U`). Show that

levels(U A U†) = levels(A).

**Solution.** If A v = e v, then

(U A U†)(U v) = U A v = e (U v).

The vector U v is nonzero, since U†U v = v. This is again an inclusion `key`. Using it with U† in place of U and U A U† in place of A gives the reverse, because U†(U A U†)U = A.

```lean
/-- A unitary change of basis leaves the real energy levels unchanged. -/
theorem levels_unitary (A : Matrix n n ℂ) {U : Matrix n n ℂ}
    (hU : U ∈ Matrix.unitaryGroup n ℂ) : levels (U * A * star U) = levels A := by
  have key : ∀ B V : Matrix n n ℂ, star V * V = 1 → levels B ⊆ levels (V * B * star V) := by
    rintro B V hV e ⟨v, hv, h⟩
    refine ⟨V *ᵥ v, fun h0 => hv ?_, ?_⟩
    · rw [← Matrix.one_mulVec v, ← hV, ← Matrix.mulVec_mulVec, h0, Matrix.mulVec_zero]
    · rw [Matrix.mulVec_mulVec, mul_assoc, hV, mul_one, ← Matrix.mulVec_mulVec, h,
        Matrix.mulVec_smul]
  have h1 : star U * U = 1 := Matrix.mem_unitaryGroup_iff'.1 hU
  have h2 : U * star U = 1 := Matrix.mem_unitaryGroup_iff.1 hU
  refine Set.Subset.antisymm ?_ (key A U h1)
  have h := key (U * A * star U) (star U) (by rw [star_star]; exact h2)
  have hA : star U * (U * A * star U) * star (star U) = A := by
    calc star U * (U * A * star U) * star (star U)
        = (star U * U) * A * (star U * U) := by rw [star_star]; noncomm_ring
      _ = A := by rw [h1, one_mul, mul_one]
  rwa [hA] at h
```

## (d) The slope at a symmetry point

Let f(c + x) = f(c − x) for all real x, and let f have slope s at c (here s is not a hopping strength). Show that

s = 0.

**Solution.** Differentiate both sides at x = 0. The chain rule gives s on the left (`h1`) and −s on the right (`h2`). The two sides are the same function and a derivative is unique, so s = −s. In Lean, `HasDerivAt f s c` says that f is differentiable at c with derivative s.

```lean
/-- If a function is symmetric about a point and has a slope there, that slope is zero. -/
theorem slope_eq_zero_of_symmetric {f : ℝ → ℝ} {c s : ℝ}
    (hsym : ∀ x, f (c + x) = f (c - x)) (h : HasDerivAt f s c) : s = 0 := by
  have hp : HasDerivAt (fun x : ℝ => c + x) 1 0 := (hasDerivAt_id (0 : ℝ)).const_add c
  have hm : HasDerivAt (fun x : ℝ => c - x) (-1) 0 := (hasDerivAt_id (0 : ℝ)).const_sub c
  have h1 := h.comp_of_eq (0 : ℝ) hp (by simp)
  have h2 := h.comp_of_eq (0 : ℝ) hm (by simp)
  have heq : (f ∘ fun x : ℝ => c + x) = f ∘ fun x : ℝ => c - x := funext hsym
  rw [heq] at h1
  linarith [h1.unique h2]
```

## (e) Symmetry about both twists

Let H satisfy the three conditions, with size at least one, and write E(θ) for the ground energy of H(θ). Show that

E(−θ) = E(θ),

E(π + θ) = E(π − θ),

and that E′(0) = 0 and E′(π) = 0 whenever these derivatives exist.

**Solution.** By `reversal`, H(−θ) = conj H(θ), so (b) gives the first equation (`heven`). By `periodic` and (c), E(θ + 2π) = E(θ) (`hper`). Together they give

E(π − θ) = E(−(π + θ) + 2π) = E(−(π + θ)) = E(π + θ),

which is `hpi`. Part (d) with c = 0 and c = π settles the slopes. Existence of a slope is a hypothesis, so a cusp is allowed. The first clause of the theorem applies (a) at each θ, which confirms that E(θ) is the lowest eigenvalue.

```lean
/-- For a time-reversal symmetric twist family of nonzero size, the lowest eigenvalue is symmetric
about the twists `0` and `π`, and its slope at either twist is zero whenever it exists. -/
theorem groundEnergy_twist_symmetry [Nonempty n] {H : ℝ → Matrix n n ℂ}
    (hH : TimeReversalTwist H) :
    (∀ θ, IsLeast (levels (H θ)) (groundEnergy (H θ))) ∧
    (∀ θ, groundEnergy (H (-θ)) = groundEnergy (H θ)) ∧
    (∀ θ, groundEnergy (H (π + θ)) = groundEnergy (H (π - θ))) ∧
    (∀ s, HasDerivAt (fun θ => groundEnergy (H θ)) s 0 → s = 0) ∧
    (∀ s, HasDerivAt (fun θ => groundEnergy (H θ)) s π → s = 0) := by
  have heven : ∀ θ, groundEnergy (H (-θ)) = groundEnergy (H θ) := fun θ => by
    unfold groundEnergy
    rw [hH.reversal, levels_conj]
  have hper : ∀ θ, groundEnergy (H (θ + 2 * π)) = groundEnergy (H θ) := fun θ => by
    obtain ⟨U, hU, h⟩ := hH.periodic θ
    unfold groundEnergy
    rw [h, levels_unitary _ hU]
  -- reflection about π is reflection about 0 followed by a full period
  have hpi : ∀ θ, groundEnergy (H (π + θ)) = groundEnergy (H (π - θ)) := fun θ => by
    have h : π - θ = -(π + θ) + 2 * π := by ring
    rw [h, hper, heven]
  refine ⟨fun θ => groundEnergy_isLeast (hH.hermitian θ), heven, hpi, fun s hs => ?_,
    fun s hs => slope_eq_zero_of_symmetric hpi hs⟩
  refine slope_eq_zero_of_symmetric (fun x => ?_) hs
  simp only [zero_add, zero_sub]
  exact (heven x).symm
```

## (f) Averaging over half the twists

Suppose also that E is integrable on [−π, π]. This is assumed separately, since the three conditions do not require H to be continuous in θ. Show that

(1/2π) ∫ from −π to π of E(θ) dθ = (1/π) ∫ from 0 to π of E(θ) dθ.

**Solution.** Split the left integral at 0; `h1` and `h2` give integrability on the two halves. Substituting θ → −θ and using evenness (`hneg`),

∫ from −π to 0 of E(θ) dθ = ∫ from 0 to π of E(−θ) dθ = ∫ from 0 to π of E(θ) dθ.

The full integral is twice the half integral, and the factor 2 cancels.

```lean
/-- For a time-reversal symmetric twist family of nonzero size with integrable ground-state energy,
the average over all twists equals the average over the twists from `0` to `π`. -/
theorem twist_average_half [Nonempty n] {H : ℝ → Matrix n n ℂ} (hH : TimeReversalTwist H)
    (hI : IntervalIntegrable (fun θ => groundEnergy (H θ)) MeasureTheory.volume (-π) π) :
    1 / (2 * π) * ∫ θ in (-π)..π, groundEnergy (H θ) =
      1 / π * ∫ θ in (0 : ℝ)..π, groundEnergy (H θ) := by
  have heven := (groundEnergy_twist_symmetry hH).2.1
  have hπ := Real.pi_pos
  have m0 : (0 : ℝ) ∈ Set.uIcc (-π) π :=
    Set.mem_uIcc.2 (Or.inl ⟨by linarith, by linarith⟩)
  have h1 := hI.mono_set (Set.uIcc_subset_uIcc Set.left_mem_uIcc m0)
  have h2 := hI.mono_set (Set.uIcc_subset_uIcc m0 Set.right_mem_uIcc)
  -- the negative twists contribute as much as the positive ones
  have hneg : ∫ θ in (-π)..0, groundEnergy (H θ) = ∫ θ in (0 : ℝ)..π, groundEnergy (H θ) := by
    have h := intervalIntegral.integral_comp_neg (a := 0) (b := π)
      (fun θ => groundEnergy (H θ))
    simp only [heven, neg_zero] at h
    exact h.symm
  rw [← intervalIntegral.integral_add_adjacent_intervals h1 h2, hneg]
  ring
```

## (g) The two-site ring meets the conditions

Return to the ring, with p(θ) = e^(iθ/2) for the phase on one bond.

```lean
/-- The phase `exp(iθ/2)` picked up on one bond of a two-site ring with twist `θ`. -/
def bondPhase (θ : ℝ) : ℂ := Complex.exp ((θ : ℂ) / 2 * Complex.I)

/-- The two-site ring with real hopping strengths `s` and `t` on its two bonds and twist `θ`
spread evenly over them. -/
def twoSiteRing (s t θ : ℝ) : Matrix (Fin 2) (Fin 2) ℂ :=
  !![0, -(s * bondPhase θ + t * starRingEnd ℂ (bondPhase θ));
     -(s * starRingEnd ℂ (bondPhase θ) + t * bondPhase θ), 0]
```

Show that for all real s and t the ring satisfies the three conditions, the last one in the form

H(θ + 2π) = U H(θ) U†, with U = diag(1, −1).

**Solution.** The diagonal is zero and the off-diagonal entries are conjugates of each other, so H(θ) is Hermitian. Since p(−θ) = conj p(θ), reversing θ conjugates every entry. Since p(θ + 2π) = −p(θ), a full twist changes the sign of both off-diagonal entries, and so does conjugation by U. Hence H(θ + 2π) = −H(θ), which differs from H(θ) unless the matrix vanishes. With the twist spread evenly and s, t not both zero, U = 1 would therefore not do for every θ. Lean proves the two phase identities first (`hp`) and then checks the matrix identities entry by entry after `fin_cases`.

```lean
/-- The two-site ring with any real hopping strengths is a time-reversal symmetric twist family. -/
theorem twoSiteRing_witness (s t : ℝ) : TimeReversalTwist (twoSiteRing s t) where
  hermitian θ := by
    refine Matrix.IsHermitian.ext fun i j => ?_
    fin_cases i <;> fin_cases j <;> simp [twoSiteRing]
  reversal θ := by
    have hp : bondPhase (-θ) = starRingEnd ℂ (bondPhase θ) := by
      unfold bondPhase
      rw [← Complex.exp_conj]
      congr 1
      have h2 : starRingEnd ℂ (2 : ℂ) = 2 := Complex.ext (by simp) (by simp)
      simp [neg_div, h2]
    ext i j
    fin_cases i <;> fin_cases j <;> simp [twoSiteRing, hp]
  periodic θ := by
    -- a full twist flips the sign of the hopping, undone by a sign change on one site
    have hp : bondPhase (θ + 2 * π) = -bondPhase θ := by
      unfold bondPhase
      have h : ((θ + 2 * π : ℝ) : ℂ) / 2 * Complex.I
          = (θ : ℂ) / 2 * Complex.I + π * Complex.I := by
        push_cast
        ring
      rw [h, Complex.exp_add, Complex.exp_pi_mul_I, mul_neg_one]
    refine ⟨!![1, 0; 0, -1], Matrix.mem_unitaryGroup_iff.2 ?_, ?_⟩
    · ext i j
      fin_cases i <;> fin_cases j <;>
        simp [Matrix.mul_apply, Fin.sum_univ_succ, Matrix.star_apply]
    · ext i j
      fin_cases i <;> fin_cases j <;>
        simp [twoSiteRing, hp, Matrix.mul_apply, Fin.sum_univ_succ, Matrix.star_apply] <;> ring
```

## (h) A one-level band with a flux

A particle hopping with unit amplitude around a one-site cell, with an extra phase a from a magnetic flux, has a 1 × 1 Hamiltonian.

```lean
/-- The one-level band `-2 cos(θ + a)` with flux shift `a`, as a one-by-one Hamiltonian. -/
def fluxBand (a θ : ℝ) : Matrix (Fin 1) (Fin 1) ℂ := !![((-2 * Real.cos (θ + a) : ℝ) : ℂ)]
```

Show that its ground energy is

E(θ) = −2 cos(θ + a).

**Solution.** Let r be the single entry. If r v = e v with v ≠ 0, then e = r. Conversely, v = 1 shows that r is a level. The set of levels is {r} (`key`), and its infimum is r.

```lean
/-- The ground-state energy of the flux-shifted band is `-2 cos(θ + a)`. -/
theorem fluxBand_groundEnergy (a θ : ℝ) :
    groundEnergy (fluxBand a θ) = -2 * Real.cos (θ + a) := by
  have key : ∀ r : ℝ, levels (!![(r : ℂ)] : Matrix (Fin 1) (Fin 1) ℂ) = {r} := by
    intro r
    ext e
    constructor
    · rintro ⟨v, hv, h⟩
      have hv0 : v 0 ≠ 0 := fun h0 => hv (funext fun i => by
        rw [Subsingleton.elim i 0]
        exact h0)
      have h0 : (r : ℂ) * v 0 = e * v 0 := by
        simpa [Matrix.mulVec, dotProduct] using congrFun h 0
      exact (Complex.ofReal_injective (mul_right_cancel₀ hv0 h0)).symm
    · intro he
      rw [Set.mem_singleton_iff.1 he]
      refine ⟨fun _ => 1, fun h => one_ne_zero (congrFun h 0), ?_⟩
      funext i
      fin_cases i
      simp [Matrix.mulVec, dotProduct]
  unfold groundEnergy fluxBand
  rw [key, csInf_singleton]
```

## (i) The flux spoils the half-range average

Let 0 < a < π. Show that the band is Hermitian and 2π-periodic, and that nevertheless

E′(0) = 2 sin a ≠ 0,

(1/2π) ∫ from −π to π of E(θ) dθ = 0,

(1/π) ∫ from 0 to π of E(θ) dθ = 4 sin a / π ≠ 0.

**Solution.** The entry is real and the cosine has period 2π. Differentiating gives E′(θ) = 2 sin(θ + a), and sin a > 0 on the given range. An antiderivative of E is −2 sin(θ + a) (`hd`, `hint`). Since sin(π + a) = sin(−π + a) = −sin a (`e1`, `e2`), the two integrals are

2 sin a − 2 sin a = 0 and 2 sin a + 2 sin a = 4 sin a.

Dividing by 2π and π gives the averages. Hermiticity and periodicity alone are therefore not enough for (e) and (f). The condition that fails is `reversal`, which the flux breaks.

```lean
/-- For `0 < a < π` the flux-shifted band is Hermitian and `2π`-periodic, but its energy has the
nonzero slope `2 sin a` at zero twist; its average over all twists is `0`, while the average over
the twists from `0` to `π` is `4 sin a / π`, which is not zero. -/
theorem fluxBand_half_twists_fail {a : ℝ} (h0 : 0 < a) (h1 : a < π) :
    (∀ θ, (fluxBand a θ).IsHermitian) ∧
    (∀ θ, fluxBand a (θ + 2 * π) = fluxBand a θ) ∧
    HasDerivAt (fun θ => groundEnergy (fluxBand a θ)) (2 * Real.sin a) 0 ∧
    2 * Real.sin a ≠ 0 ∧
    1 / (2 * π) * ∫ θ in (-π)..π, groundEnergy (fluxBand a θ) = 0 ∧
    1 / π * ∫ θ in (0 : ℝ)..π, groundEnergy (fluxBand a θ) = 4 * Real.sin a / π ∧
    4 * Real.sin a / π ≠ 0 := by
  have hs := Real.sin_pos_of_pos_of_lt_pi h0 h1
  have hπ := Real.pi_pos
  simp only [fluxBand_groundEnergy]
  have hd : ∀ x, HasDerivAt (fun θ => -2 * Real.sin (θ + a)) (-2 * Real.cos (x + a)) x :=
    fun x => ((((hasDerivAt_id x).add_const a).sin).const_mul (-2)).congr_deriv (by simp)
  have hint : ∀ u v : ℝ, ∫ θ in u..v, -2 * Real.cos (θ + a)
      = -2 * Real.sin (v + a) - -2 * Real.sin (u + a) := fun u v =>
    intervalIntegral.integral_eq_sub_of_hasDerivAt (fun x _ => hd x)
      (Continuous.intervalIntegrable (by fun_prop) u v)
  have e1 : Real.sin (π + a) = -Real.sin a := by simp [Real.sin_add]
  have e2 : Real.sin (-π + a) = -Real.sin a := by simp [Real.sin_add]
  refine ⟨fun θ => ?_, fun θ => ?_, ?_, by positivity, ?_, ?_, by positivity⟩
  · refine Matrix.IsHermitian.ext fun i j => ?_
    fin_cases i
    fin_cases j
    simp [fluxBand, -Complex.ofReal_mul, -Complex.ofReal_neg, -Complex.ofReal_cos]
  · have h : θ + 2 * π + a = θ + a + 2 * π := by ring
    unfold fluxBand
    rw [h, Real.cos_add_two_pi]
  · exact ((((hasDerivAt_id (0 : ℝ)).add_const a).cos).const_mul (-2)).congr_deriv (by simp)
  · rw [hint, e1, e2]
    ring
  · rw [hint, e1, zero_add]
    ring

end

end TwistSymmetry
```

```lean
#print axioms TwistSymmetry.groundEnergy_twist_symmetry
#print axioms TwistSymmetry.twist_average_half
#print axioms TwistSymmetry.fluxBand_half_twists_fail
```

```
'TwistSymmetry.groundEnergy_twist_symmetry' depends on axioms: [propext, Classical.choice, Quot.sound]
'TwistSymmetry.twist_average_half' depends on axioms: [propext, Classical.choice, Quot.sound]
'TwistSymmetry.fluxBand_half_twists_fail' depends on axioms: [propext, Classical.choice, Quot.sound]
```
